# One Fock-like build applies the two-electron part of the closed-shell orbital Hessian

A second-order SCF step, when its linear equations are solved iteratively, multiplies the orbital Hessian by trial arrays. Taken as written, the two-electron part of that product calls for the integrals $(ai|bj)$ and $(ab|ij)$ in the current orbitals. These generally change when the orbitals are updated, and the cost of a conventional transformation from the atomic basis, repeated each time, grows as the fifth power of the system size. For real orbitals in a finite basis and a closed shell, this part of the product can instead be read off from a Fock-like matrix built in the atomic basis.

## From the symmetrized array to the Hessian product

Let $i,j$ label occupied orbitals, $a,b$ virtual ones, and $p,q,r,s$ any orbital. The real integrals $(pq|rs)$ are unchanged by $p\leftrightarrow q$, by $r\leftrightarrow s$, and by exchange of the two pairs. For a density-like matrix $D$, define

$$G(D)_{pq}=\sum_{rs}\,[2(pq|rs)-(pr|qs)]\,D_{rs}.$$

Given a virtual-occupied array $X$, pad it with zeros to the full orbital space and set $D=X+X^T$. Then $D_{bj}=D_{jb}=X_{bj}$, and the occupied-occupied and virtual-virtual blocks vanish. In $G(D)_{ai}$ two blocks survive:

- $r=b,\ s=j$ contributes $[2(ai|bj)-(ab|ij)]X_{bj}$;
- $r=j,\ s=b$ contributes $[2(ai|jb)-(aj|ib)]X_{bj}=[2(ai|bj)-(aj|bi)]X_{bj}$, by the swap in the second pair.

Their sum is

$$G(D)_{ai}=\sum_{bj}\,[4(ai|bj)-(ab|ij)-(aj|bi)]\,X_{bj}.$$

Each half supplies half of the Coulomb term and one of the two exchange terms. Subtracting the halves gives the result for $X-X^T$: the Coulomb terms cancel and $(aj|bi)-(ab|ij)$ remains.

To move to the atomic basis, let $m,n,l,k$ label atomic functions and let $C$ hold the orbital coefficients, so that $(pq|rs)=\sum_{mnlk}C_{mp}C_{nq}C_{lr}C_{ks}(mn|lk)$. In the exchange integral $(pr|qs)$ the same four coefficients multiply $(ml|nk)$. Hence

$$G(D)_{pq}=\sum_{mn}C_{mp}C_{nq}\sum_{lk}[2(mn|lk)-(ml|nk)]\sum_{rs}C_{lr}D_{rs}C_{ks},$$

which is $C^T\,G_{\rm AO}(CDC^T)\,C$.

## Integrals, densities and the padded array in Lean

```lean
import Mathlib

open Matrix

namespace OrbitalHessianFockBuild

noncomputable section

variable {K N O V : Type*} [Fintype K] [Fintype N] [Fintype O] [Fintype V]
```

The finite types `O` and `V` index occupied and virtual orbitals, and `O ⊕ V` indexes them all. `K` serves as a general index set and later as the atomic basis, and `N` indexes the orbitals in the transformation from that basis.

```lean
/-- Permutation symmetry of real two-electron integrals `g p q r s = (pq|rs)`:
the two generators of the eightfold symmetry. -/
structure EightfoldSymm {K : Type*} (g : K → K → K → K → ℝ) : Prop where
  swap_left : ∀ p q r s, g p q r s = g q p r s
  swap_pair : ∀ p q r s, g p q r s = g r s p q
```

The integrals are an arbitrary real function `g` with two assumed symmetries. The first stands for real orbitals, the second for an interaction symmetric in the two electrons. No integral over space is evaluated.

```lean
/-- The closed-shell Fock-like build `G(D)_pq = ∑_rs [2(pq|rs) - (pr|qs)] D_rs`. -/
def fockBuild (g : K → K → K → K → ℝ) (D : Matrix K K ℝ) : Matrix K K ℝ :=
  Matrix.of fun p q => ∑ r, ∑ s, (2 * g p q r s - g p r q s) * D r s
```

The factor 2 on the Coulomb term and 1 on the exchange term fix the closed-shell convention.

```lean
/-- A virtual-occupied array padded with zeros to the full orbital space. -/
def padded (X : Matrix V O ℝ) : Matrix (O ⊕ V) (O ⊕ V) ℝ :=
  Matrix.fromBlocks 0 0 X 0
```

The four arguments of `fromBlocks` are the occupied-occupied, occupied-virtual, virtual-occupied and virtual-virtual blocks, so `X` sits in the third.

```lean
/-- The two-electron orbital Hessian element `4(ai|bj) - (ab|ij) - (aj|bi)`. -/
def hessian (g : O ⊕ V → O ⊕ V → O ⊕ V → O ⊕ V → ℝ) (a : V) (i : O) (b : V) (j : O) : ℝ :=
  4 * g (.inr a) (.inl i) (.inr b) (.inl j) - g (.inr a) (.inr b) (.inl i) (.inl j)
    - g (.inr a) (.inl j) (.inr b) (.inl i)
```

This element is a definition, not a second derivative computed from an energy. The full Hessian also contains Fock-matrix terms, which are orbital-energy differences for canonical orbitals, and an overall factor that depends on how the rotation is parametrized. The Fock matrix has two-electron contributions of its own; "two-electron part" here means only the explicit integral term defined above.

```lean
/-- Two-electron integrals transformed from an atomic basis to orbitals with coefficients `C`. -/
def moIntegrals (C : Matrix K N ℝ) (g : K → K → K → K → ℝ) (p q r s : N) : ℝ :=
  ∑ m, ∑ n, ∑ l, ∑ k, C m p * C n q * C l r * C k s * g m n l k
```

## The two halves of the build

The missing swap in the second pair follows from the two assumed ones: exchange the pairs, swap on the left, exchange back.

```lean
/-- The integrals are also unchanged when the two ket orbitals are swapped. -/
theorem EightfoldSymm.swap_right {K : Type*} {g : K → K → K → K → ℝ} (hg : EightfoldSymm g)
    (p q r s : K) : g p q r s = g p q s r :=
  (hg.swap_pair p q r s).trans ((hg.swap_left r s p q).trans (hg.swap_pair s r p q))
```

The first half of the hand derivation needs no symmetry at all.

```lean
/-- The virtual-occupied block of the build on the padded array alone is `2(ai|bj) - (ab|ij)`
contracted with `X`. -/
theorem fockBuild_padded (g : O ⊕ V → O ⊕ V → O ⊕ V → O ⊕ V → ℝ) (X : Matrix V O ℝ)
    (a : V) (i : O) :
    fockBuild g (padded X) (.inr a) (.inl i) = ∑ b, ∑ j,
      (2 * g (.inr a) (.inl i) (.inr b) (.inl j)
        - g (.inr a) (.inr b) (.inl i) (.inl j)) * X b j := by
  simp [fockBuild, padded, Fintype.sum_sum_type]
```

The proof turns on `Fintype.sum_sum_type`, which rewrites a sum over `O ⊕ V` as a sum over `O` plus a sum over `V`. Applied to both $r$ and $s$, it produces the four blocks. In each one the constructors `.inl` and `.inr` tell `simp` which entry of `fromBlocks` to take, so three blocks reduce to zero. The block structure is carried by the index type, and no argument about index ranges is needed.

The transposed half goes the same way. Its sums come out with $j$ outside $b$, so they are exchanged, and `swap_right` then puts both integrals in the required order.

```lean
/-- The virtual-occupied block of the build on the transposed padded array is `2(ai|bj) - (aj|bi)`
contracted with `X`. -/
theorem fockBuild_padded_transpose {g : O ⊕ V → O ⊕ V → O ⊕ V → O ⊕ V → ℝ}
    (hg : EightfoldSymm g) (X : Matrix V O ℝ) (a : V) (i : O) :
    fockBuild g (padded X)ᵀ (.inr a) (.inl i) = ∑ b, ∑ j,
      (2 * g (.inr a) (.inl i) (.inr b) (.inl j)
        - g (.inr a) (.inl j) (.inr b) (.inl i)) * X b j := by
  have h : fockBuild g (padded X)ᵀ (.inr a) (.inl i) = ∑ j, ∑ b,
      (2 * g (.inr a) (.inl i) (.inl j) (.inr b)
        - g (.inr a) (.inl j) (.inl i) (.inr b)) * X b j := by
    simp [fockBuild, padded, Fintype.sum_sum_type]
  rw [h, Finset.sum_comm]
  refine Finset.sum_congr rfl fun b _ => Finset.sum_congr rfl fun j _ => ?_
  rw [hg.swap_right (.inr a) (.inl i) (.inl j) (.inr b),
    hg.swap_right (.inr a) (.inl j) (.inl i) (.inr b)]
```

Additivity of the build joins the halves, and `ring` adds the coefficients.

```lean
/-- One Fock-like build on `D = X + Xᵀ` gives, in its virtual-occupied block, the product of the
two-electron orbital Hessian with `X`. -/
theorem fockBuild_eq_hessian_product {g : O ⊕ V → O ⊕ V → O ⊕ V → O ⊕ V → ℝ}
    (hg : EightfoldSymm g) (X : Matrix V O ℝ) (a : V) (i : O) :
    fockBuild g (padded X + (padded X)ᵀ) (.inr a) (.inl i)
      = ∑ b, ∑ j, hessian g a i b j * X b j := by
  -- the build is additive in the density
  have hadd : fockBuild g (padded X + (padded X)ᵀ) (.inr a) (.inl i)
      = fockBuild g (padded X) (.inr a) (.inl i)
        + fockBuild g (padded X)ᵀ (.inr a) (.inl i) := by
    simp only [fockBuild, Matrix.of_apply, Matrix.add_apply, mul_add, Finset.sum_add_distrib]
  rw [hadd, fockBuild_padded, fockBuild_padded_transpose hg]
  simp only [← Finset.sum_add_distrib]
  refine Finset.sum_congr rfl fun b _ => Finset.sum_congr rfl fun j _ => ?_
  unfold hessian
  ring
```

The difference is treated in the same manner.

```lean
/-- In the virtual-occupied block of the build on `X - Xᵀ` the Coulomb part cancels and only the
difference of the two exchange terms remains, contracted with `X`. -/
theorem fockBuild_antisymmetric {g : O ⊕ V → O ⊕ V → O ⊕ V → O ⊕ V → ℝ}
    (hg : EightfoldSymm g) (X : Matrix V O ℝ) (a : V) (i : O) :
    fockBuild g (padded X - (padded X)ᵀ) (.inr a) (.inl i) = ∑ b, ∑ j,
      (g (.inr a) (.inl j) (.inr b) (.inl i)
        - g (.inr a) (.inr b) (.inl i) (.inl j)) * X b j := by
  have hsub : fockBuild g (padded X - (padded X)ᵀ) (.inr a) (.inl i)
      = fockBuild g (padded X) (.inr a) (.inl i)
        - fockBuild g (padded X)ᵀ (.inr a) (.inl i) := by
    simp only [fockBuild, Matrix.of_apply, Matrix.sub_apply, mul_sub, Finset.sum_sub_distrib]
  rw [hsub, fockBuild_padded, fockBuild_padded_transpose hg]
  simp only [← Finset.sum_sub_distrib]
  refine Finset.sum_congr rfl fun b _ => Finset.sum_congr rfl fun j _ => ?_
  ring
```

## The quadratic form

Renaming summation indices and using the integral symmetries shows that $G(D^T)=G(D)^T$.

```lean
/-- The build on a transposed density is the transpose of the build. -/
theorem fockBuild_transpose {g : K → K → K → K → ℝ} (hg : EightfoldSymm g)
    (D : Matrix K K ℝ) : fockBuild g Dᵀ = (fockBuild g D)ᵀ := by
  ext p q
  simp only [fockBuild, Matrix.of_apply, Matrix.transpose_apply]
  refine Finset.sum_comm.trans
    (Finset.sum_congr rfl fun r _ => Finset.sum_congr rfl fun s _ => ?_)
  rw [hg.swap_left p q s r, hg.swap_right q p s r, hg.swap_pair p s q r]
```

Since $D=X+X^T$ is symmetric, so is $G(D)$, and its occupied-virtual block repeats the virtual-occupied one. Contracting the two matrices therefore counts the quadratic form twice:

$$\sum_{pq}D_{pq}G(D)_{pq}=2\sum_{ai}\sum_{bj}X_{ai}\,[4(ai|bj)-(ab|ij)-(aj|bi)]\,X_{bj}.$$

In the proof, `hvo` and `hov` give the two blocks of $G(D)$, while `h1` to `h4` list the blocks of $D$.

```lean
/-- The full contraction of `D = X + Xᵀ` with its Fock-like build is twice the quadratic form of
the two-electron Hessian in `X`. -/
theorem contraction_eq_hessian_form {g : O ⊕ V → O ⊕ V → O ⊕ V → O ⊕ V → ℝ}
    (hg : EightfoldSymm g) (X : Matrix V O ℝ) :
    ∑ p, ∑ q, (padded X + (padded X)ᵀ) p q * fockBuild g (padded X + (padded X)ᵀ) p q
      = 2 * ∑ a, ∑ i, X a i * ∑ b, ∑ j, hessian g a i b j * X b j := by
  have hD : (padded X + (padded X)ᵀ)ᵀ = padded X + (padded X)ᵀ := by
    rw [Matrix.transpose_add, Matrix.transpose_transpose, add_comm]
  have hvo := fockBuild_eq_hessian_product hg X
  -- the occupied-virtual block repeats the virtual-occupied one
  have hov : ∀ a i, fockBuild g (padded X + (padded X)ᵀ) (.inl i) (.inr a)
      = ∑ b, ∑ j, hessian g a i b j * X b j := by
    intro a i
    rw [← hvo a i]
    have h := congrFun (congrFun (fockBuild_transpose hg (padded X + (padded X)ᵀ))
      (.inl i)) (.inr a)
    rw [hD] at h
    exact h
  have h1 : ∀ i j, (padded X + (padded X)ᵀ) (.inl i) (.inl j) = 0 := by simp [padded]
  have h2 : ∀ i a, (padded X + (padded X)ᵀ) (.inl i) (.inr a) = X a i := by simp [padded]
  have h3 : ∀ a i, (padded X + (padded X)ᵀ) (.inr a) (.inl i) = X a i := by simp [padded]
  have h4 : ∀ a b, (padded X + (padded X)ᵀ) (.inr a) (.inr b) = 0 := by simp [padded]
  simp only [Fintype.sum_sum_type, h1, h2, h3, h4, hvo, hov, zero_mul,
    Finset.sum_const_zero, zero_add, add_zero]
  rw [two_mul]
  congr 1
  exact Finset.sum_comm
```

## The build in the atomic basis

The next lemma only reorders sums. It is used to show that transformed integrals keep their symmetry, and again in the transformation of the build.

```lean
/-- A third summation can be moved in front of two others. -/
private theorem sum_pull {α β γ : Type*} [Fintype α] [Fintype β] [Fintype γ]
    (f : α → β → γ → ℝ) : ∑ r, ∑ s, ∑ m, f r s m = ∑ m, ∑ r, ∑ s, f r s m :=
  (Finset.sum_congr rfl fun _ _ => Finset.sum_comm).trans Finset.sum_comm

omit [Fintype N] in
/-- Transformed integrals inherit the eightfold symmetry of the atomic-basis integrals. -/
theorem moIntegrals_symm {g : K → K → K → K → ℝ} (hg : EightfoldSymm g)
    (C : Matrix K N ℝ) : EightfoldSymm (moIntegrals C g) := by
  constructor
  · intro p q r s
    unfold moIntegrals
    refine Finset.sum_comm.trans (Finset.sum_congr rfl fun m _ => Finset.sum_congr rfl fun n _ =>
      Finset.sum_congr rfl fun l _ => Finset.sum_congr rfl fun k _ => ?_)
    rw [hg.swap_left n m l k]
    ring
  · intro p q r s
    unfold moIntegrals
    refine (sum_pull _).trans (Finset.sum_congr rfl fun m _ => ?_)
    refine (sum_pull _).trans (Finset.sum_congr rfl fun n _ =>
      Finset.sum_congr rfl fun l _ => Finset.sum_congr rfl fun k _ => ?_)
    rw [hg.swap_pair l k m n]
    ring
```

In the transformation of the build, `hw` collects Coulomb and exchange integrals under one set of coefficients, as in the hand calculation. The remaining steps move the sums over $r$ and $s$ inside the atomic ones.

```lean
/-- The build with transformed integrals equals the atomic-basis build on the back-transformed
density `C D Cᵀ`, transformed to the orbitals. -/
theorem fockBuild_moIntegrals (C : Matrix K N ℝ) (g : K → K → K → K → ℝ) (D : Matrix N N ℝ) :
    fockBuild (moIntegrals C g) D = Cᵀ * fockBuild g (C * D * Cᵀ) * C := by
  ext p q
  -- Coulomb and exchange integrals are collected under one transformation
  have hw : ∀ r s, 2 * moIntegrals C g p q r s - moIntegrals C g p r q s
      = ∑ m, ∑ n, ∑ l, ∑ k,
        C m p * C n q * C l r * C k s * (2 * g m n l k - g m l n k) := by
    intro r s
    have hx : moIntegrals C g p r q s
        = ∑ m, ∑ n, ∑ l, ∑ k, C m p * C l r * C n q * C k s * g m l n k :=
      Finset.sum_congr rfl fun m _ => Finset.sum_comm
    rw [hx]
    simp only [moIntegrals, Finset.mul_sum, ← Finset.sum_sub_distrib]
    refine Finset.sum_congr rfl fun m _ => Finset.sum_congr rfl fun n _ =>
      Finset.sum_congr rfl fun l _ => Finset.sum_congr rfl fun k _ => ?_
    ring
  simp only [fockBuild, Matrix.of_apply, hw, Matrix.mul_apply, Matrix.transpose_apply,
    Finset.sum_mul, Finset.mul_sum]
  -- the orbital sums are moved inside the atomic ones
  refine Eq.trans ?_ Finset.sum_comm
  refine (sum_pull _).trans (Finset.sum_congr rfl fun m _ => ?_)
  refine (sum_pull _).trans (Finset.sum_congr rfl fun n _ => ?_)
  refine (sum_pull _).trans (Finset.sum_congr rfl fun l _ => ?_)
  refine (sum_pull _).trans (Finset.sum_congr rfl fun k _ => ?_)
  refine Finset.sum_comm.trans
    (Finset.sum_congr rfl fun s _ => Finset.sum_congr rfl fun r _ => ?_)
  ring
```

Combining this with the orbital-basis identity gives the Hessian product from an atomic-basis build. The identity holds for any matrix `C` and does not require SCF convergence. Reading the defined element as part of the energy Hessian, however, presupposes orthonormal orbitals.

```lean
/-- A single Fock-like build in the atomic basis gives the two-electron Hessian product in the
orbital basis. -/
theorem atomic_build_eq_hessian_product {g : K → K → K → K → ℝ} (hg : EightfoldSymm g)
    (C : Matrix K (O ⊕ V) ℝ) (X : Matrix V O ℝ) (a : V) (i : O) :
    (Cᵀ * fockBuild g (C * (padded X + (padded X)ᵀ) * Cᵀ) * C) (.inr a) (.inl i)
      = ∑ b, ∑ j, hessian (moIntegrals C g) a i b j * X b j := by
  rw [← fockBuild_moIntegrals]
  exact fockBuild_eq_hessian_product (moIntegrals_symm hg C) X a i
```

## One occupied and one virtual orbital

With a single orbital of each kind, the product reduces to $[3(ai|ai)-(aa|ii)]X_{ai}$. A two-site model with on-site repulsion $U$ provides an example. Its bonding orbital has amplitude $1/\sqrt2$ on both sites, and its antibonding orbital has amplitudes $\pm1/\sqrt2$.

```lean
/-- Integrals of an on-site repulsion `U` on two sites, in the bonding (occupied) and antibonding
(virtual) orbitals. -/
def dimerIntegrals (U : ℝ) (p q r s : Unit ⊕ Unit) : ℝ :=
  let φ : Fin 2 → Unit ⊕ Unit → ℝ := fun k =>
    Sum.elim (fun _ => √(1 / 2)) (fun _ => (-1) ^ (k : ℕ) * √(1 / 2))
  ∑ k, U * φ k p * φ k q * φ k r * φ k s
```

Each site contributes $U/4$ to $(ai|ai)$, which gives $U/2$. The theorem records this value together with the symmetry of the integrals.

```lean
/-- The two-site integrals have the eightfold symmetry, and their element `(ai|ai)` is `U / 2`. -/
theorem eightfoldSymm_witness (U : ℝ) :
    EightfoldSymm (dimerIntegrals U) ∧
      dimerIntegrals U (.inr ()) (.inl ()) (.inr ()) (.inl ()) = U / 2 := by
  refine ⟨⟨fun p q r s => ?_, fun p q r s => ?_⟩, ?_⟩
  · exact Finset.sum_congr rfl fun k _ => by ring
  · exact Finset.sum_congr rfl fun k _ => by ring
  · have h : √(1 / 2 : ℝ) ^ 2 = 1 / 2 := Real.sq_sqrt (by norm_num)
    simp only [dimerIntegrals, Fin.sum_univ_two, Sum.elim_inl, Sum.elim_inr,
      Fin.val_zero, Fin.val_one, pow_zero, pow_one]
    linear_combination (2 * U * (√(1 / 2 : ℝ) ^ 2 + 1 / 2)) * h

end

end OrbitalHessianFockBuild
```

The same sum by hand gives $(aa|ii)=U/2$, so the build returns $U X_{ai}$; for $X-X^T$ the two exchange terms cancel and it returns zero.

```lean
#print axioms OrbitalHessianFockBuild.fockBuild_eq_hessian_product
#print axioms OrbitalHessianFockBuild.fockBuild_antisymmetric
#print axioms OrbitalHessianFockBuild.contraction_eq_hessian_form
#print axioms OrbitalHessianFockBuild.atomic_build_eq_hessian_product
```

```
'OrbitalHessianFockBuild.fockBuild_eq_hessian_product' depends on axioms: [propext, Classical.choice, Quot.sound]
'OrbitalHessianFockBuild.fockBuild_antisymmetric' depends on axioms: [propext, Classical.choice, Quot.sound]
'OrbitalHessianFockBuild.contraction_eq_hessian_form' depends on axioms: [propext, Classical.choice, Quot.sound]
'OrbitalHessianFockBuild.atomic_build_eq_hessian_product' depends on axioms: [propext, Classical.choice, Quot.sound]
```
